# Bratsch's electronegativity equalisation: common value, charge bound and charge order

When atoms of different elements form a molecule, electron density moves towards the more electronegative ones. The transfer limits itself: an atom that gains electrons attracts further electrons less strongly, and an atom that loses them attracts more strongly. Suppose the flow stops when all atoms attract equally. What is their common electronegativity, and what charge does each atom then carry?

Bratsch's model answers this from the neutral-atom electronegativities and the total charge alone. The results below concern this linear, geometry-free model, which gives quick, rough estimates of partial charges.

Atoms are the elements of a type `ι`, and charges are real numbers in units of the elementary charge.

```lean
import Mathlib

open Finset

namespace BratschEqualisation

noncomputable section

variable {ι : Type*}
```

## An electronegativity linear in the charge

Let χ_i be the electronegativity of neutral atom i and q_i its charge. The model postulates that the charged atom has electronegativity

χ_i (1 + q_i).

The slope with respect to charge is χ_i itself, so an atom that is more electronegative when neutral also responds more strongly to charging. In this model a charge of +1 doubles the electronegativity, and one extra electron reduces it to zero.

```lean
/-- Electronegativity of atom `i` carrying the charge `q i`, linear in the charge. -/
def atomEN (χ q : ι → ℝ) (i : ι) : ℝ := χ i * (1 + q i)
```

Equalisation means that for every pair of atoms i and j

χ_i (1 + q_i) = χ_j (1 + q_j).

```lean
/-- All charged atoms of the molecule have the same electronegativity. -/
def Equalised (χ q : ι → ℝ) : Prop := ∀ i j, atomEN χ q i = atomEN χ q j
```

This is a hypothesis about the charges and is not derived from an energy. No Coulomb interaction between atoms enters, and neither do distances or bonds.

For n atoms with total charge Q, the candidate for the common value is

χ_eq = (n + Q) / ∑_i (1/χ_i).

For Q = 0 this is the harmonic mean of the neutral electronegativities.

```lean
/-- The number of atoms plus the total charge, divided by the sum of the inverse
electronegativities of the neutral atoms. -/
def bratschEN [Fintype ι] (χ : ι → ℝ) (Q : ℝ) : ℝ :=
  ((Fintype.card ι : ℝ) + Q) / ∑ i, 1 / χ i
```

In Lean, χ and q are functions `ι → ℝ`, n is `Fintype.card ι`, and χ_eq is `bratschEN χ Q`.

## The common value from any group of atoms

Assume that all χ_j are positive and that the charges are equalised. Fix an atom i and write c = χ_i (1 + q_i). For every atom j, equalisation gives χ_j (1 + q_j) = c, hence

1 + q_j = c · (1/χ_j).

Sum over a nonempty finite group s with |s| atoms:

|s| + ∑_{j∈s} q_j = c · ∑_{j∈s} (1/χ_j).

The last sum is positive, so one may divide by it:

c = (|s| + ∑_{j∈s} q_j) / ∑_{j∈s} (1/χ_j).

```lean
/-- The equalised electronegativity can be computed from any nonempty group of atoms, using only
the size, the charge and the inverse electronegativities of that group. -/
theorem group_electronegativity {χ q : ι → ℝ} (hχ : ∀ i, 0 < χ i) (heq : Equalised χ q)
    (s : Finset ι) (hs : s.Nonempty) (i : ι) :
    atomEN χ q i = ((s.card : ℝ) + ∑ j ∈ s, q j) / ∑ j ∈ s, 1 / χ j := by
  have hpos : 0 < ∑ j ∈ s, 1 / χ j :=
    Finset.sum_pos (fun j _ => one_div_pos.mpr (hχ j)) hs
  -- each atom of the group satisfies 1 + q = (common value) / χ
  have hterm : ∀ j ∈ s, 1 + q j = atomEN χ q i * (1 / χ j) := by
    intro j _
    have hj := (hχ j).ne'
    rw [heq i j]
    unfold atomEN
    field_simp
  -- summing over the group isolates the common value
  rw [eq_div_iff hpos.ne', Finset.mul_sum, ← Finset.sum_congr rfl hterm,
    Finset.sum_add_distrib]
  simp
```

Atom i need not belong to s: a fragment of known charge determines the electronegativity of every atom in the molecule. In the proof, `hpos` is the positivity of the sum and `hterm` is the equation for a single atom. The closing rewrites clear the denominator and carry out the summation.

From here on the molecule is finite. Taking s to be all n atoms, with ∑_i q_i = Q, gives

χ_i (1 + q_i) = (n + Q) / ∑_k (1/χ_k) = χ_eq.

```lean
variable [Fintype ι]

/-- In an equalised molecule of total charge `Q`, every atom has the electronegativity
`bratschEN χ Q`. -/
theorem common_value {χ q : ι → ℝ} {Q : ℝ} (hχ : ∀ i, 0 < χ i) (heq : Equalised χ q)
    (hQ : ∑ i, q i = Q) (i : ι) : atomEN χ q i = bratschEN χ Q := by
  have h := group_electronegativity hχ heq Finset.univ ⟨i, Finset.mem_univ i⟩ i
  rw [hQ, Finset.card_univ] at h
  exact h
```

The smallest case is a single atom. Then q = Q, and the formula returns χ (1 + Q), the electronegativity that the model assigns to that ion.

## The charge of each atom

Dividing χ_i (1 + q_i) = χ_eq by χ_i and subtracting one gives

q_i = χ_eq/χ_i − 1.

```lean
/-- The charge of an atom is the ratio of the equalised electronegativity to that of the neutral
atom, minus one. -/
theorem charge_formula {χ q : ι → ℝ} {Q : ℝ} (hχ : ∀ i, 0 < χ i) (heq : Equalised χ q)
    (hQ : ∑ i, q i = Q) (i : ι) : q i = bratschEN χ Q / χ i - 1 := by
  have h := common_value hχ heq hQ i
  unfold atomEN at h
  rw [← h, mul_div_cancel_left₀ _ (hχ i).ne']
  ring
```

The proof substitutes χ_i (1 + q_i) for χ_eq and cancels χ_i. The charges are therefore fixed by χ and Q, and atoms with the same χ_i receive the same charge wherever they sit in the molecule. With one parameter per element, the model gives the hydroxyl hydrogen and the methyl hydrogens of methanol the same charge.

In a program this takes two passes over the atoms: one accumulates S = ∑_i (1/χ_i), and the other sets q_i = (n + Q)/(S χ_i) − 1. No linear system has to be solved. The computed charges should add up to Q. This tests whether the two passes are consistent, but not the input: wrong electronegativities used in both passes still give the sum Q.

## The threshold Q > −n

If all χ_i are positive and the molecule has at least one atom, the denominator of χ_eq is positive, so χ_eq has the sign of its numerator:

χ_eq > 0 ⇔ n + Q > 0 ⇔ Q > −n.

```lean
/-- The equalised electronegativity is positive exactly when the total charge exceeds minus the
number of atoms. -/
theorem bratschEN_pos_iff [Nonempty ι] {χ : ι → ℝ} (hχ : ∀ i, 0 < χ i) (Q : ℝ) :
    0 < bratschEN χ Q ↔ -(Fintype.card ι : ℝ) < Q := by
  have hpos : 0 < ∑ i, 1 / χ i :=
    Finset.sum_pos (fun j _ => one_div_pos.mpr (hχ j)) Finset.univ_nonempty
  unfold bratschEN
  rw [div_pos_iff_of_pos_right hpos]
  constructor <;> intro h <;> linarith
```

The condition says that the molecule carries fewer than one extra electron per atom on average. A neutral molecule or a cation always satisfies it, and so does an anion with more atoms than extra electrons, such as nitrate. The chloride ion and the peroxide ion O₂²⁻ sit exactly at Q = −n, where the condition fails.

The charge formula carries this threshold over to each atom. Since χ_i > 0,

q_i > −1 ⇔ χ_eq/χ_i > 0 ⇔ χ_eq > 0 ⇔ Q > −n.

```lean
/-- An atom of an equalised molecule has a charge above `-1` exactly when the total charge exceeds
minus the number of atoms. -/
theorem charge_gt_neg_one_iff {χ q : ι → ℝ} {Q : ℝ} (hχ : ∀ i, 0 < χ i)
    (heq : Equalised χ q) (hQ : ∑ i, q i = Q) (i : ι) :
    -1 < q i ↔ -(Fintype.card ι : ℝ) < Q := by
  have : Nonempty ι := ⟨i⟩
  have h1 : -1 < q i ↔ 0 < bratschEN χ Q / χ i := by
    rw [charge_formula hχ heq hQ i]
    constructor <;> intro h <;> linarith
  rw [h1, div_pos_iff_of_pos_right (hχ i)]
  exact bratschEN_pos_iff hχ Q
```

The right-hand side does not mention i, so either all charges exceed −1 or none does. In the limiting case Q = −n, the common electronegativity is zero and every atom has charge exactly −1.

For the order of the charges, take two atoms with χ_i < χ_j. Subtracting their charge formulas gives

q_i − q_j = χ_eq · (1/χ_i − 1/χ_j).

The bracket is positive, so

q_j < q_i ⇔ χ_eq > 0 ⇔ Q > −n.

```lean
/-- In an equalised molecule, of two atoms with different neutral electronegativities, the one with
the larger value has the smaller charge exactly when the total charge exceeds minus the number of
atoms. -/
theorem charge_order_iff {χ q : ι → ℝ} {Q : ℝ} (hχ : ∀ i, 0 < χ i)
    (heq : Equalised χ q) (hQ : ∑ i, q i = Q) {i j : ι} (hij : χ i < χ j) :
    q j < q i ↔ -(Fintype.card ι : ℝ) < Q := by
  have : Nonempty ι := ⟨i⟩
  have hinv : 0 < 1 / χ i - 1 / χ j :=
    sub_pos.mpr (one_div_lt_one_div_of_lt (hχ i) hij)
  -- the charge difference is the common value times a positive factor
  have hd : q i - q j = bratschEN χ Q * (1 / χ i - 1 / χ j) := by
    rw [charge_formula hχ heq hQ i, charge_formula hχ heq hQ j]
    ring
  have h1 : q j < q i ↔ 0 < q i - q j := sub_pos.symm
  rw [h1, hd, mul_pos_iff_of_pos_right hinv]
  exact bratschEN_pos_iff hχ Q
```

Here `hinv` is the positive bracket and `hd` the difference formula. The expected order, with the more electronegative atom more negative, thus holds precisely above the threshold.

## The three conclusions together

For positive χ_i, equalised charges of sum Q, and Q > −n:

χ_i (1 + q_i) = (n + Q) / ∑_k (1/χ_k) for every i,

q_i > −1 for every i,

χ_i < χ_j implies q_j < q_i.

```lean
/-- Bratsch's equalisation: in an equalised molecule with a total charge above minus the number of
atoms, the common electronegativity is `(n + Q) / ∑ 1/χ`, every charge exceeds `-1`, and more
electronegative atoms have smaller charges. -/
theorem bratsch_equalisation {χ q : ι → ℝ} {Q : ℝ} (hχ : ∀ i, 0 < χ i)
    (heq : Equalised χ q) (hQ : ∑ i, q i = Q) (hn : -(Fintype.card ι : ℝ) < Q) :
    (∀ i, atomEN χ q i = ((Fintype.card ι : ℝ) + Q) / ∑ k, 1 / χ k) ∧
    (∀ i, -1 < q i) ∧
    (∀ i j, χ i < χ j → q j < q i) :=
  ⟨fun i => common_value hχ heq hQ i,
    fun i => (charge_gt_neg_one_iff hχ heq hQ i).mpr hn,
    fun _ _ hij => (charge_order_iff hχ heq hQ hij).mpr hn⟩
```

The hypotheses `hχ`, `heq`, `hQ` and `hn` are, in order, positivity, equalisation, the total charge and the threshold. The proof combines `common_value` with the right-to-left directions of `charge_gt_neg_one_iff` and `charge_order_iff`. The first conclusion does not need `hn`; the other two do.

## Which atoms are positive

The charge formula also gives the sign of each charge:

q_i > 0 ⇔ χ_eq/χ_i > 1 ⇔ χ_i < χ_eq.

```lean
/-- An atom is positively charged exactly when its neutral electronegativity lies below the
equalised one. -/
theorem charge_pos_iff {χ q : ι → ℝ} {Q : ℝ} (hχ : ∀ i, 0 < χ i)
    (heq : Equalised χ q) (hQ : ∑ i, q i = Q) (i : ι) :
    0 < q i ↔ χ i < bratschEN χ Q := by
  rw [charge_formula hχ heq hQ i, sub_pos, one_lt_div (hχ i)]
```

Atoms that start below the common electronegativity lose electrons and rise to it. This criterion holds for every total charge.

## Two atoms, and three

In a neutral diatomic molecule with atoms 0 and 1, q_1 = −q_0. Equalisation reads

χ_0 (1 + q_0) = χ_1 (1 − q_0).

Collecting the terms in q_0 gives

q_0 (χ_0 + χ_1) = χ_1 − χ_0,

q_0 = (χ_1 − χ_0) / (χ_0 + χ_1).

```lean
/-- In an equalised neutral diatomic molecule the charge of the first atom is the neutral
electronegativity of the second atom minus that of the first, divided by their sum. -/
theorem diatomic_charge {χ q : Fin 2 → ℝ} (hχ : ∀ i, 0 < χ i)
    (heq : Equalised χ q) (hQ : ∑ i, q i = 0) :
    q 0 = (χ 1 - χ 0) / (χ 0 + χ 1) := by
  have h : χ 0 * (1 + q 0) = χ 1 * (1 + q 1) := heq 0 1
  rw [Fin.sum_univ_two] at hQ
  have hsum : χ 0 + χ 1 ≠ 0 := (add_pos (hχ 0) (hχ 1)).ne'
  rw [eq_div_iff hsum]
  linear_combination h + χ 1 * hQ
```

The `linear_combination` step adds the equalisation equation to χ_1 times the neutrality condition, which eliminates q_1. Equal atoms give zero charge, as they should.

For a numerical example, take a neutral triatomic molecule with electronegativities 2, 2 and 4 in arbitrary units. Then

∑_i (1/χ_i) = 1/2 + 1/2 + 1/4 = 5/4,

χ_eq = 3 / (5/4) = 12/5,

and the charges are

(12/5)/2 − 1 = 1/5 for each of the first two atoms,

(12/5)/4 − 1 = −2/5 for the third.

They add up to zero, and each charged atom has electronegativity 12/5.

```lean
/-- A neutral triatomic molecule with electronegativities 2, 2, 4 is equalised by the charges
1/5, 1/5, -2/5. -/
theorem bratsch_equalisation_witness :
    (∀ i, 0 < (![2, 2, 4] : Fin 3 → ℝ) i) ∧
    Equalised (![2, 2, 4] : Fin 3 → ℝ) ![1 / 5, 1 / 5, -2 / 5] ∧
    ∑ i, (![1 / 5, 1 / 5, -2 / 5] : Fin 3 → ℝ) i = 0 := by
  refine ⟨?_, ?_, ?_⟩
  · intro i
    fin_cases i <;> norm_num
  · intro i j
    fin_cases i <;> fin_cases j <;> norm_num [atomEN]
  · norm_num [Fin.sum_univ_succ]

end

end BratschEqualisation
```

The Lean statement confirms for these numbers that the electronegativities are positive, the charges equalised and their sum zero. The proof goes through the atoms, and for equalisation through all pairs of atoms, by arithmetic.

```lean
#print axioms BratschEqualisation.bratsch_equalisation
#print axioms BratschEqualisation.charge_pos_iff
#print axioms BratschEqualisation.diatomic_charge
```

```
'BratschEqualisation.bratsch_equalisation' depends on axioms: [propext, Classical.choice, Quot.sound]
'BratschEqualisation.charge_pos_iff' depends on axioms: [propext, Classical.choice, Quot.sound]
'BratschEqualisation.diatomic_charge' depends on axioms: [propext, Classical.choice, Quot.sound]
```
